# A permutation-invariant operator on a finite configuration space commutes with the antisymmetrizer

For two particles, the antisymmetrized wavefunction is (F(x₀,x₁) − F(x₁,x₀))/2, and if F solves HF = EF for a linear operator H that treats both particles alike, then the exchanged function solves the same equation, and hence so does this difference. For N particles the signed average over all permutations replaces the difference, and the same argument works for any H whose kernel is unchanged when the particles are permuted in both arguments at once.

In Lean 4 with Mathlib:

```lean
import Mathlib

open Finset

namespace AntisymmetrizerCommutes

noncomputable section

variable {X : Type*} {N : ℕ}

/-- The wavefunction with its particle labels permuted by `s`. -/
def permute (s : Equiv.Perm (Fin N)) (F : (Fin N → X) → ℂ) : (Fin N → X) → ℂ :=
  fun x => F (x ∘ s)

/-- The antisymmetrizer: the signed average over all particle permutations. -/
def asym (F : (Fin N → X) → ℂ) : (Fin N → X) → ℂ :=
  fun x => 1 / (N.factorial : ℂ) *
    ∑ s : Equiv.Perm (Fin N), ((Equiv.Perm.sign s : ℤ) : ℂ) * F (x ∘ s)

/-- The operator with kernel `H` acting on an `N`-particle wavefunction. -/
def applyKernel [Fintype X] (H : (Fin N → X) → (Fin N → X) → ℂ)
    (F : (Fin N → X) → ℂ) : (Fin N → X) → ℂ :=
  fun x => ∑ y, H x y * F y

/-- The kernel is unchanged when the particles are permuted in both arguments at once. -/
def ExchangeInvariant (H : (Fin N → X) → (Fin N → X) → ℂ) : Prop :=
  ∀ (s : Equiv.Perm (Fin N)) (x y : Fin N → X), H (x ∘ s) (y ∘ s) = H x y

/-- A sum over all configurations is unchanged by relabelling the particles. -/
theorem sum_relabel [Fintype X] (s : Equiv.Perm (Fin N)) (g : (Fin N → X) → ℂ) :
    ∑ y : Fin N → X, g (y ∘ s) = ∑ y, g y :=
  (s.symm.arrowCongr (Equiv.refl X)).sum_comp g

/-- An exchange-invariant operator commutes with every permutation of the particles. -/
theorem applyKernel_permute [Fintype X] {H : (Fin N → X) → (Fin N → X) → ℂ}
    (h : ExchangeInvariant H) (s : Equiv.Perm (Fin N)) (F : (Fin N → X) → ℂ) :
    applyKernel H (permute s F) = permute s (applyKernel H F) := by
  funext x
  change ∑ y, H x y * F (y ∘ s) = ∑ y, H (x ∘ s) y * F y
  refine Eq.trans ?_ (sum_relabel s (fun y => H (x ∘ s) y * F y))
  refine Finset.sum_congr rfl fun y _ => ?_

  rw [h s x y]

/-- Conversely, an operator that commutes with every permutation of the particles has an
exchange-invariant kernel. -/
theorem exchangeInvariant_of_commute [Fintype X] {H : (Fin N → X) → (Fin N → X) → ℂ}
    (h : ∀ (s : Equiv.Perm (Fin N)) (F : (Fin N → X) → ℂ),
      applyKernel H (permute s F) = permute s (applyKernel H F)) :
    ExchangeInvariant H := by
  classical
  intro s x y
  -- test the commutation on the wavefunction concentrated at `y ∘ s`
  have key : ∑ z, H x z * (if z ∘ s = y ∘ s then (1 : ℂ) else 0)
      = ∑ z, H (x ∘ s) z * (if z = y ∘ s then (1 : ℂ) else 0) :=
    congrFun (h s (fun z => if z = y ∘ s then 1 else 0)) x
  have hl : ∑ z, H x z * (if z ∘ s = y ∘ s then (1 : ℂ) else 0) = H x y := by
    rw [Finset.sum_eq_single y]
    · rw [if_pos rfl, mul_one]
    · intro z _ hz
      rw [if_neg (fun e => hz (s.surjective.injective_comp_right e)), mul_zero]
    · exact fun hy => absurd (Finset.mem_univ y) hy
  have hr : ∑ z, H (x ∘ s) z * (if z = y ∘ s then (1 : ℂ) else 0)
      = H (x ∘ s) (y ∘ s) := by simp
  exact hr.symm.trans (key.symm.trans hl)

/-- An exchange-invariant operator commutes with the antisymmetrizer. -/
theorem applyKernel_asym [Fintype X] {H : (Fin N → X) → (Fin N → X) → ℂ}
    (h : ExchangeInvariant H) (F : (Fin N → X) → ℂ) :
    applyKernel H (asym F) = asym (applyKernel H F) := by
  funext x
  have hs : ∀ s : Equiv.Perm (Fin N),
      ∑ y, H x y * F (y ∘ s) = ∑ y, H (x ∘ s) y * F y :=
    fun s => congrFun (applyKernel_permute h s F) x
  simp only [applyKernel, asym, ← hs, Finset.mul_sum]
  -- exchange the sum over configurations with the sum over permutations
  rw [Finset.sum_comm]
  refine Finset.sum_congr rfl fun s _ => Finset.sum_congr rfl fun y _ => ?_
  ring

/-- If `F` solves `H F = E F` for an exchange-invariant `H`, then its antisymmetrized form
solves the same equation with the same `E`. -/
theorem asym_eigen [Fintype X] {H : (Fin N → X) → (Fin N → X) → ℂ}
    (h : ExchangeInvariant H) {F : (Fin N → X) → ℂ} {E : ℂ}
    (hF : applyKernel H F = E • F) : applyKernel H (asym F) = E • asym F := by
  rw [applyKernel_asym h, hF]
  funext x
  simp only [asym, Pi.smul_apply, smul_eq_mul, Finset.mul_sum]
  refine Finset.sum_congr rfl fun s _ => ?_
  ring

/-- The kernel of a Hamiltonian for identical particles, with one-body kernel `h` and
pair potential `v`. -/
def manyBody [DecidableEq X] (h v : X → X → ℂ) (x y : Fin N → X) : ℂ :=
  (∑ i, h (x i) (y i) * (if ∀ j, j ≠ i → x j = y j then 1 else 0)) +
    (if x = y then (1 / 2 : ℂ) * ∑ i, ∑ j, (if i = j then 0 else v (x i) (x j)) else 0)

/-- The Hamiltonian with one-body and pair terms is exchange invariant. -/
theorem manyBody_invariant [DecidableEq X] (h v : X → X → ℂ) :
    ExchangeInvariant (manyBody (N := N) h v) := by
  intro s x y
  unfold manyBody
  refine congrArg₂ (· + ·) ?_ ?_
  · -- one-body part: relabel the particle that moves
    refine Eq.trans ?_ (Equiv.sum_comp s
      (fun i => h (x i) (y i) * (if ∀ j, j ≠ i → x j = y j then (1 : ℂ) else 0)))
    refine Finset.sum_congr rfl fun i _ => ?_
    have e : (∀ j, j ≠ i → x (s j) = y (s j)) ↔ (∀ j, j ≠ s i → x j = y j) :=
      ⟨fun H j hj => by
        simpa using H (s.symm j) (fun e => hj (by rw [← e]; simp)),
       fun H j hj => H (s j) (fun e => hj (s.injective e))⟩
    exact congrArg₂ (· * ·) rfl (if_congr e rfl rfl)
  · -- pair part: relabel both members of the pair
    refine if_congr s.surjective.injective_comp_right.eq_iff ?_ rfl
    refine congrArg (fun t => (1 / 2 : ℂ) * t) ?_
    refine Eq.trans ?_ (Equiv.sum_comp s
      (fun i => ∑ j, (if i = j then (0 : ℂ) else v (x i) (x j))))
    refine Finset.sum_congr rfl fun i _ => ?_
    refine Eq.trans ?_ (Equiv.sum_comp s
      (fun j => if s i = j then (0 : ℂ) else v (x (s i)) (x j)))
    refine Finset.sum_congr rfl fun j _ => ?_
    exact if_congr s.injective.eq_iff.symm rfl rfl

/-- The antisymmetrizer for two particles is half the difference between the wavefunction
and its exchanged form. -/
theorem asym_two (F : (Fin 2 → X) → ℂ) (x : Fin 2 → X) :
    asym F x = (F x - F (x ∘ Equiv.swap 0 1)) / 2 := by
  have hu : (Finset.univ : Finset (Equiv.Perm (Fin 2))) = {1, Equiv.swap 0 1} := by decide
  unfold asym
  rw [hu, Finset.sum_pair (by decide)]
  simp [Nat.factorial]
  ring

/-- A potential on two sites that is felt by particle 0 only. -/
def labelled (x y : Fin 2 → Fin 2) : ℂ := if x = y then ((x 0).val : ℂ) else 0

/-- The wavefunction with particle 0 on site 0 and particle 1 on site 1. -/
def orderedPair (x : Fin 2 → Fin 2) : ℂ := if x = ![0, 1] then 1 else 0

/-- The potential felt by particle 0 only multiplies the wavefunction by the site number
of that particle. -/
theorem labelled_apply (F : (Fin 2 → Fin 2) → ℂ) (x : Fin 2 → Fin 2) :
    applyKernel labelled F x = ((x 0).val : ℂ) * F x := by
  simp [applyKernel, labelled, ite_mul]

/-- For the potential felt by particle 0 only, the ordered pair solves the eigenvalue equation with
`E = 0`, but its antisymmetrized form solves it for no `E`. -/
theorem asym_eigen_fails : applyKernel labelled orderedPair = (0 : ℂ) • orderedPair ∧
    ∀ E : ℂ, applyKernel labelled (asym orderedPair) ≠ E • asym orderedPair := by
  have z : (((![0, 1] : Fin 2 → Fin 2) 0).val : ℂ) = 0 := by simp
  have o : (((![1, 0] : Fin 2 → Fin 2) 0).val : ℂ) = 1 := by simp
  constructor
  · funext x
    rw [labelled_apply, Pi.smul_apply, smul_eq_mul, zero_mul]
    by_cases hx : x = ![0, 1]
    · rw [hx, z, zero_mul]
    · rw [orderedPair, if_neg hx, mul_zero]
  · intro E h
    have a : (![0, 1] : Fin 2 → Fin 2) ∘ Equiv.swap 0 1 = ![1, 0] := by decide
    have b : (![1, 0] : Fin 2 → Fin 2) ∘ Equiv.swap 0 1 = ![0, 1] := by decide
    have f1 : orderedPair ![0, 1] = 1 := if_pos rfl
    have f0 : orderedPair ![1, 0] = 0 := if_neg (by decide)
    -- compare the two sides on the two orderings of the particles
    have h1 := congrFun h ![0, 1]
    have h2 := congrFun h ![1, 0]
    rw [labelled_apply, Pi.smul_apply, smul_eq_mul, asym_two, a, f1, f0, z] at h1
    rw [labelled_apply, Pi.smul_apply, smul_eq_mul, asym_two, b, f1, f0, o] at h2
    have : (1 : ℂ) = 0 := by linear_combination (-2) * h1 + (-2) * h2
    exact one_ne_zero this

end

end AntisymmetrizerCommutes
```

```lean
#print axioms AntisymmetrizerCommutes.exchangeInvariant_of_commute
-- 'AntisymmetrizerCommutes.exchangeInvariant_of_commute' depends on axioms: [propext, Classical.choice, Quot.sound]
#print axioms AntisymmetrizerCommutes.asym_eigen
-- 'AntisymmetrizerCommutes.asym_eigen' depends on axioms: [propext, Classical.choice, Quot.sound]
#print axioms AntisymmetrizerCommutes.manyBody_invariant
-- 'AntisymmetrizerCommutes.manyBody_invariant' depends on axioms: [propext, Classical.choice, Quot.sound]
#print axioms AntisymmetrizerCommutes.asym_eigen_fails
-- 'AntisymmetrizerCommutes.asym_eigen_fails' depends on axioms: [propext, Classical.choice, Quot.sound]
```

## Configurations, kernels and relabelling

The finite type `X` labels a basis of one-particle states, for instance lattice sites for spinless particles or site–spin pairs for electrons. A configuration x is a function `Fin N → X`, where xᵢ is the state of particle i, and a wavefunction F assigns a complex number to each configuration. A permutation s acts by (x∘s)ᵢ = x_{s(i)}. The definitions `permute`, `asym` and `applyKernel` are

(P_s F)(x) = F(x∘s)

(Asym F)(x) = (1/N!) Σ_s sgn(s) F(x∘s)

(HF)(x) = Σ_y H(x,y) F(y)

The hypothesis `ExchangeInvariant` says that H(x∘s, y∘s) = H(x,y) for all s, x and y. Physically, the operator does not distinguish the particles by their labels. H need not be Hermitian, and E may be complex.

## From one permutation to the signed average

Relabelling is a bijection of configurations, so it leaves a sum over all of them unchanged (`sum_relabel`). Invariance followed by this relabelling gives

(H P_s F)(x) = Σ_y H(x,y) F(y∘s)
= Σ_y H(x∘s, y∘s) F(y∘s)
= Σ_y H(x∘s, y) F(y)
= (P_s HF)(x)

This is `applyKernel_permute`; its final rewrite with `h s x y` is the second equality. The converse, `exchangeInvariant_of_commute`, tests the commutation on the function that is 1 at y∘s and 0 elsewhere. One side then equals H(x,y) and the other H(x∘s, y∘s), so commuting with every permutation forces the kernel to be invariant.

For the antisymmetrizer, the two finite sums are exchanged, which is the step `Finset.sum_comm` in `applyKernel_asym`:

(H Asym F)(x) = (1/N!) Σ_s sgn(s) Σ_y H(x,y) F(y∘s)
= (1/N!) Σ_s sgn(s) (HF)(x∘s)
= (Asym HF)(x)

If HF = EF, linearity of Asym completes `asym_eigen`:

H(Asym F) = Asym(HF) = Asym(EF) = E Asym F

The conclusion is an equation, not the existence of a fermionic eigenstate. A two-particle F that is symmetric under exchange of the full labels, spin included, has Asym F = 0, and the equation then reads 0 = 0. In a finite lattice model with an exchange-invariant Hamiltonian, an eigenfunction found without imposing antisymmetry can therefore be projected onto the fermionic sector at the same energy, provided that the projection is non-zero.

## A Hamiltonian with one-body and pair terms

The kernel `manyBody` is

H(x,y) = Σᵢ h(xᵢ,yᵢ) Π_{j≠i} δ(xⱼ,yⱼ) + δ(x,y) · ½ Σ_{i≠j} v(xᵢ,xⱼ)

Here h can contain hopping and an external potential, while v is a pair interaction diagonal in the chosen one-particle states. General two-electron integrals in an orbital basis do not have this diagonal form, so `manyBody` does not cover them.

To prove `manyBody_invariant`, replace x and y by x∘s and y∘s. The i-th one-body term becomes the original term with index s(i), because "all particles except i agree" turns into "all particles except s(i) agree". Summing over i restores the first sum. In the pair term, x∘s = y∘s exactly when x = y, and both indices of the double sum are relabelled in the same way. The two uses of `Equiv.sum_comp` there carry out these relabellings, one index at a time.

## A potential that singles out one particle

Take two particles on sites 0 and 1, with a potential equal to the site number of particle 0 (`labelled`). The function `orderedPair` is 1 at (0,1) and 0 elsewhere, so it satisfies the eigenvalue equation with E = 0.

By `asym_two`, its antisymmetrized form A has the values

A(0,1) = 1/2,  A(1,0) = −1/2

After normalisation these are ±1/√2, the amplitudes of a two-site Slater determinant. The potential multiplies the first value by 0 and the second by 1, so an eigenvalue equation would require

0 = E/2 and −1/2 = −E/2

The first gives E = 0 and the second E = 1. In `asym_eigen_fails`, `h1` and `h2` are these two equations, and `linear_combination` combines them into 1 = 0. Without exchange invariance, antisymmetrizing an eigenfunction can thus destroy the eigenvalue equation.
